# The cubic identity and determinant bound for traceless anti-Hermitian 3 × 3 matrices

To propagate a three-level system over one time step, one can write the exponential exp(K) of its generator as a quadratic polynomial in K. The coefficients can be computed from the eigenvalues of K, which for tr K = 0 follow from tr K² and det K through an arccosine. For the arccosine to be real, its argument must lie between −1 and 1, and the bound in part (f) ensures this for every non-zero traceless generator of an isolated three-level system.

For a constant Hamiltonian H and a step t, the generator is K = −iHt/ħ, with the mean of the three energy levels subtracted from H so that tr K = 0. This subtraction changes the propagator only by a phase. Neglecting all other levels and any loss is a physical approximation that enters before K is written down.

In Lean, `IsQutritGenerator K` holds the two conditions K† = −K and tr K = 0; the dagger is written `ᴴ`.

```lean
import Mathlib

open Matrix
open Complex (I)

namespace QutritGenerator

/-- A qutrit generator is a traceless anti-Hermitian complex 3 by 3 matrix. -/
structure IsQutritGenerator (K : Matrix (Fin 3) (Fin 3) ℂ) : Prop where
  antiHermitian : Kᴴ = -K
  traceless : K.trace = 0
```

The real numbers h₀, h₁, h₂ below are called levels. They are not energies: if E_j is an energy measured from the mean, then h_j = −E_j t/ħ. The matrix `levelMatrix h` is diag(ih₀, ih₁, ih₂), written L in the solutions.

```lean
/-- The diagonal matrix with entries `i h₀, i h₁, i h₂` for real levels `h`. -/
noncomputable def levelMatrix (h : Fin 3 → ℝ) : Matrix (Fin 3) (Fin 3) ℂ :=
  diagonal fun j => I * (h j : ℂ)
```

## (a) The cube of a traceless matrix

Show that every complex 3 × 3 matrix K with tr K = 0 satisfies

K³ = (tr K²/2) K + det K · 1.

**Solution.** The Cayley–Hamilton theorem gives

K³ − (tr K) K² + c K − det K · 1 = 0,

where c is the sum of the pairwise products of eigenvalues, so c = ((tr K)² − tr K²)/2. For tr K = 0 this is c = −tr K²/2, and the identity follows. Anti-Hermiticity is not used.

The Lean proof takes a more elementary route. It eliminates the last diagonal entry through K₂₂ = −K₀₀ − K₁₁ and compares all nine entries, each a polynomial identity settled by `ring`.

```lean
/-- Every traceless 3 by 3 matrix satisfies `K³ = (tr K² / 2) K + det K · 1`. -/
theorem cubic_identity (K : Matrix (Fin 3) (Fin 3) ℂ) (hK : K.trace = 0) :
    K ^ 3 = ((K ^ 2).trace / 2) • K + K.det • (1 : Matrix (Fin 3) (Fin 3) ℂ) := by
  -- eliminate the last diagonal entry, then compare entries
  have h : K 2 2 = -K 0 0 - K 1 1 := by
    rw [Matrix.trace_fin_three] at hK
    linear_combination hK
  ext i j
  fin_cases i <;> fin_cases j <;>
    simp [pow_succ, Matrix.mul_apply, Fin.sum_univ_three, Matrix.trace_fin_three,
      Matrix.det_fin_three, h] <;> ring
```

## (b) Products under a change of basis

Let U†U = 1. Show that for all 3 × 3 matrices A and B

(UAU†)(UBU†) = U(AB)U†.

**Solution.** Regroup the left side as UA(U†U)BU† and replace the bracket by 1. The two lines of the `calc` block are these two steps.

```lean
/-- A change of orthonormal basis respects products of matrices. -/
theorem basis_change_mul {U : Matrix (Fin 3) (Fin 3) ℂ} (hU : Uᴴ * U = 1)
    (A B : Matrix (Fin 3) (Fin 3) ℂ) :
    (U * A * Uᴴ) * (U * B * Uᴴ) = U * (A * B) * Uᴴ := by
  calc (U * A * Uᴴ) * (U * B * Uᴴ) = U * A * (Uᴴ * U) * B * Uᴴ := by noncomm_ring
    _ = U * (A * B) * Uᴴ := by rw [hU]; noncomm_ring
```

## (c) Invariants from the levels

Let K = ULU† with U†U = 1. Show that

tr K = i(h₀ + h₁ + h₂)
tr K² = −(h₀² + h₁² + h₂²)
det K = −i h₀h₁h₂.

**Solution.** Cyclicity gives tr(UAU†) = tr(U†UA) = tr A for any A. With A = L this is the first line. By (b), K² = UL²U†, and L² has the diagonal entries (ih_j)² = −h_j², which gives the second. For the third, det U† det U = det(U†U) = 1, so

det K = det L = i³h₀h₁h₂ = −i h₀h₁h₂.

In the code, `tr` is the invariance of the trace, `hd` is det U† det U = 1, `e` is the resulting det K = det L, and `Complex.I_sq` supplies i² = −1. The sum of the levels need not vanish here.

```lean
/-- For `K = U diag(i h) U†` with `U` unitary, the trace, the trace of the square and the
determinant are `i ∑ h`, `-∑ h²` and `-i h₀ h₁ h₂`. -/
theorem invariants_of_levels {U : Matrix (Fin 3) (Fin 3) ℂ} (hU : Uᴴ * U = 1)
    (h : Fin 3 → ℝ) :
    (U * levelMatrix h * Uᴴ).trace = I * ((h 0 + h 1 + h 2 : ℝ) : ℂ) ∧
    ((U * levelMatrix h * Uᴴ) ^ 2).trace = ((-(h 0 ^ 2 + h 1 ^ 2 + h 2 ^ 2) : ℝ) : ℂ) ∧
    (U * levelMatrix h * Uᴴ).det = -I * ((h 0 * h 1 * h 2 : ℝ) : ℂ) := by
  have tr : ∀ A : Matrix (Fin 3) (Fin 3) ℂ, (U * A * Uᴴ).trace = A.trace := by
    intro A
    rw [Matrix.trace_mul_comm, ← mul_assoc, hU, one_mul]
  have hd : Uᴴ.det * U.det = 1 := by rw [← Matrix.det_mul, hU, Matrix.det_one]
  refine ⟨?_, ?_, ?_⟩
  · rw [tr, levelMatrix, Matrix.trace_diagonal, Fin.sum_univ_three]
    push_cast
    ring
  · rw [pow_two, basis_change_mul hU, tr, levelMatrix, Matrix.diagonal_mul_diagonal,
      Matrix.trace_diagonal, Fin.sum_univ_three]
    push_cast
    linear_combination ((h 0 : ℂ) ^ 2 + (h 1 : ℂ) ^ 2 + (h 2 : ℂ) ^ 2) * Complex.I_sq
  · have e : (U * levelMatrix h * Uᴴ).det = (levelMatrix h).det := by
      rw [Matrix.det_mul, Matrix.det_mul]
      linear_combination (levelMatrix h).det * hd
    rw [e, levelMatrix, Matrix.det_diagonal, Fin.prod_univ_three]
    push_cast
    linear_combination (I * (h 0 : ℂ) * (h 1 : ℂ) * (h 2 : ℂ)) * Complex.I_sq
```

## (d) Real levels for every generator

Show that every qutrit generator can be written with a unitary U and real levels as

K = U diag(ih₀, ih₁, ih₂) U†, h₀ + h₁ + h₂ = 0.

**Solution.** The matrix −iK is Hermitian, because

(−iK)† = iK† = −iK.

The spectral theorem gives −iK = U diag(h₀, h₁, h₂) U† with real h_j. Multiplying by i gives the stated form. By (c), 0 = tr K = i(h₀ + h₁ + h₂), and dividing by i gives the zero sum.

Lean follows the same order: `hH` is Hermiticity, `hs` the spectral theorem, and `hKU` the form after multiplication by i.

```lean
/-- Every qutrit generator is `U diag(i h) U†` with `U` unitary and real levels `h` of
zero sum. -/
theorem exists_levels {K : Matrix (Fin 3) (Fin 3) ℂ} (hK : IsQutritGenerator K) :
    ∃ (U : Matrix (Fin 3) (Fin 3) ℂ) (h : Fin 3 → ℝ),
      Uᴴ * U = 1 ∧ h 0 + h 1 + h 2 = 0 ∧ K = U * levelMatrix h * Uᴴ := by
  -- `-iK` is Hermitian, so the spectral theorem applies to it
  have hH : ((-I) • K).IsHermitian := by
    unfold Matrix.IsHermitian
    rw [Matrix.conjTranspose_smul, hK.antiHermitian]
    simp
  have hs := hH.spectral_theorem
  rw [Unitary.conjStarAlgAut_apply] at hs
  have hU : (hH.eigenvectorUnitary : Matrix (Fin 3) (Fin 3) ℂ)ᴴ *
      (hH.eigenvectorUnitary : Matrix (Fin 3) (Fin 3) ℂ) = 1 :=
    Matrix.mem_unitaryGroup_iff'.1 hH.eigenvectorUnitary.2
  have hL : levelMatrix hH.eigenvalues =
      I • diagonal (RCLike.ofReal ∘ hH.eigenvalues : Fin 3 → ℂ) := by
    rw [levelMatrix, ← Matrix.diagonal_smul]
    rfl
  have hKU : K = (hH.eigenvectorUnitary : Matrix (Fin 3) (Fin 3) ℂ) *
      levelMatrix hH.eigenvalues *
      (hH.eigenvectorUnitary : Matrix (Fin 3) (Fin 3) ℂ)ᴴ := by
    rw [hL, Matrix.mul_smul, Matrix.smul_mul]
    refine Eq.trans ?_ (congrArg (fun A => I • A) hs)
    simp [smul_smul]
  refine ⟨_, hH.eigenvalues, hU, ?_, hKU⟩
  have ht := (invariants_of_levels hU hH.eigenvalues).1
  rw [← hKU, hK.traceless] at ht
  exact_mod_cast (mul_eq_zero.1 ht.symm).resolve_left Complex.I_ne_zero
```

## (e) The gap in the bound as a square

For K as in (c) with levels of zero sum, show that

(−tr K²)³ − 54 |det K|² = 2[(h₀ − h₁)(h₁ − h₂)(h₂ − h₀)]².

**Solution.** Put s = h₀ + h₁ and m = h₀h₁, so that h₂ = −s. By (c),

−tr K² = h₀² + h₁² + s² = 2(s² − m)
|det K|² = m²s².

The left side is therefore

8(s² − m)³ − 54m²s² = 2(4s⁶ − 12s⁴m − 15s²m² − 4m³).

On the right, (h₀ − h₁)² = s² − 4m, and the other two differences give

(h₁ − h₂)(h₂ − h₀) = −(h₀ + 2h₁)(2h₀ + h₁) = −(2s² + m).

The right side is thus 2(s² − 4m)(2s² + m)², which expands to the same polynomial.

Lean substitutes the invariants and h₂ = −h₀ − h₁, then leaves the expansion to `ring`. The bars `‖ ‖` around the determinant denote the modulus of a complex number.

```lean
/-- For levels of zero sum, `(-tr K²)³ - 54 |det K|²` is twice the square of the product of
the level differences, where `K = U diag(i h) U†` with `U` unitary. -/
theorem discriminant_identity {U : Matrix (Fin 3) (Fin 3) ℂ} (hU : Uᴴ * U = 1)
    (h : Fin 3 → ℝ) (h0 : h 0 + h 1 + h 2 = 0) :
    (-((U * levelMatrix h * Uᴴ) ^ 2).trace.re) ^ 3 - 54 * ‖(U * levelMatrix h * Uᴴ).det‖ ^ 2
      = 2 * ((h 0 - h 1) * (h 1 - h 2) * (h 2 - h 0)) ^ 2 := by
  obtain ⟨-, h2, h3⟩ := invariants_of_levels hU h
  have e : h 2 = -h 0 - h 1 := by linarith
  rw [h2, h3, Complex.ofReal_re, norm_mul, norm_neg, Complex.norm_I, one_mul,
    Complex.norm_real, Real.norm_eq_abs, sq_abs, e]
  ring
```

## (f) Constraints on the two invariants

Show that every qutrit generator obeys the identity of (a), together with

Re det K = 0, Im tr K² = 0
54 |det K|² ≤ (−tr K²)³.

**Solution.** Part (d) supplies levels. By (c), det K is −i times a real number and tr K² is real. The right side of (e) is twice a real square, hence non-negative, and this is the bound. Lean states the bound with the real part `(K ^ 2).trace.re`, which loses nothing because the imaginary part is shown to vanish.

As a numerical instance, take K = diag(i, 2i, −3i). Then tr K² = −14 and det K = 6i. The two sides are 54 · 36 = 1944 and 14³ = 2744. Their difference, 800, equals 2[(−1)(5)(−4)]², as (e) requires.

The minus sign in front of tr K² is easily lost. Since tr K² is negative for K ≠ 0, the inequality without that sign fails for every non-zero generator.

For K ≠ 0, the arccosine mentioned at the start has the argument √54 h₀h₁h₂/(−tr K²)^(3/2), where h₀h₁h₂ = i det K by (c), and the bound says that its modulus is at most 1.

```lean
/-- A qutrit generator satisfies `K³ = (tr K² / 2) K + det K · 1`; its determinant is purely
imaginary, `tr K²` is real, and `54 |det K|² ≤ (-tr K²)³`. -/
theorem qutrit_invariants {K : Matrix (Fin 3) (Fin 3) ℂ} (hK : IsQutritGenerator K) :
    K ^ 3 = ((K ^ 2).trace / 2) • K + K.det • (1 : Matrix (Fin 3) (Fin 3) ℂ) ∧
    K.det.re = 0 ∧ (K ^ 2).trace.im = 0 ∧
    54 * ‖K.det‖ ^ 2 ≤ (-(K ^ 2).trace.re) ^ 3 := by
  refine ⟨cubic_identity K hK.traceless, ?_⟩
  obtain ⟨U, h, hU, h0, rfl⟩ := exists_levels hK
  refine ⟨?_, ?_, ?_⟩
  · rw [(invariants_of_levels hU h).2.2, Complex.mul_re, Complex.ofReal_im]
    simp
  · rw [(invariants_of_levels hU h).2.1]
    exact Complex.ofReal_im _
  · linarith [discriminant_identity hU h h0,
      sq_nonneg ((h 0 - h 1) * (h 1 - h 2) * (h 2 - h 0))]
```

## (g) Generators that reach the bound

Show that a qutrit generator satisfies 54 |det K|² = (−tr K²)³ exactly when, for some real a,

(K − ia·1)(K + 2ia·1) = 0.

**Solution.** Suppose equality holds. By (e) the product of level differences vanishes, so two levels share a value a, and the zero sum makes the third −2a. Every level then satisfies (h_j − a)(h_j + 2a) = 0, so

(L − ia·1)(L + 2ia·1) = 0,

and (b) carries this over to K. Physically, two of the three energies coincide; for K = 0 all three do.

Conversely, put x = ia. The quadratic equation reads

K² = −xK + 2x²·1.

Its trace is tr K² = 6x² = −6a². Multiplying by K and substituting K² once more gives

K³ = −xK² + 2x²K = 3x²K − 2x³·1.

Part (a) gives K³ = 3x²K + det K · 1, so det K = −2x³ = 2ia³. Both sides of the bound are then 216a⁶.

In the first half of the Lean proof, the nested `rcases` treats the three possible coincidences of levels. In the second half, `h2`, `ht`, `h3` and `hdet` are the four steps above, and the (0, 0) entry is enough to read off the determinant.

```lean
/-- A qutrit generator saturates the bound exactly when `(K - ia)(K + 2ia) = 0` for some
real `a`. -/
theorem bound_saturated_iff {K : Matrix (Fin 3) (Fin 3) ℂ} (hK : IsQutritGenerator K) :
    54 * ‖K.det‖ ^ 2 = (-(K ^ 2).trace.re) ^ 3 ↔
      ∃ a : ℝ, (K - (I * (a : ℂ)) • (1 : Matrix (Fin 3) (Fin 3) ℂ)) *
        (K + (2 * (I * (a : ℂ))) • (1 : Matrix (Fin 3) (Fin 3) ℂ)) = 0 := by
  constructor
  · intro heq
    obtain ⟨U, h, hU, h0, rfl⟩ := exists_levels hK
    have hp : (h 0 - h 1) * (h 1 - h 2) * (h 2 - h 0) = 0 := by
      have hd := discriminant_identity hU h h0
      exact pow_eq_zero_iff (two_ne_zero) |>.1 (by linarith)
    -- for some real `a`, every level is `a` or `-2a`
    obtain ⟨a, ha⟩ : ∃ a : ℝ, ∀ j, (h j - a) * (h j + 2 * a) = 0 := by
      have e : h 2 = -h 0 - h 1 := by linarith
      rcases mul_eq_zero.1 hp with hq | hq
      · rcases mul_eq_zero.1 hq with hr | hr
        · refine ⟨h 0, Fin.forall_fin_succ.2 ⟨by ring, Fin.forall_fin_two.2 ⟨?_, ?_⟩⟩⟩
          · change (h 1 - h 0) * (h 1 + 2 * h 0) = 0
            linear_combination (-(h 1 + 2 * h 0)) * hr
          · change (h 2 - h 0) * (h 2 + 2 * h 0) = 0
            rw [e]
            linear_combination (-2 * h 0 - h 1) * hr
        · refine ⟨h 1, Fin.forall_fin_succ.2 ⟨?_, Fin.forall_fin_two.2 ⟨?_, ?_⟩⟩⟩
          · have e' : h 0 + 2 * h 1 = 0 := by linarith
            rw [e', mul_zero]
          · change (h 1 - h 1) * (h 1 + 2 * h 1) = 0
            ring
          · change (h 2 - h 1) * (h 2 + 2 * h 1) = 0
            linear_combination (-(h 2 + 2 * h 1)) * hr
      · refine ⟨h 0, Fin.forall_fin_succ.2 ⟨by ring, Fin.forall_fin_two.2 ⟨?_, ?_⟩⟩⟩
        · change (h 1 - h 0) * (h 1 + 2 * h 0) = 0
          have e' : h 1 + 2 * h 0 = 0 := by linarith
          rw [e', mul_zero]
        · change (h 2 - h 0) * (h 2 + 2 * h 0) = 0
          rw [hq, zero_mul]
    refine ⟨a, ?_⟩
    have hD : (levelMatrix h - (I * (a : ℂ)) • (1 : Matrix (Fin 3) (Fin 3) ℂ)) *
        (levelMatrix h + (2 * (I * (a : ℂ))) • (1 : Matrix (Fin 3) (Fin 3) ℂ)) = 0 := by
      rw [levelMatrix, Matrix.smul_one_eq_diagonal, Matrix.smul_one_eq_diagonal,
        Matrix.diagonal_sub, Matrix.diagonal_add, Matrix.diagonal_mul_diagonal,
        ← Matrix.diagonal_zero]
      refine congrArg diagonal (funext fun j => ?_)
      change (I * (h j : ℂ) - I * (a : ℂ)) * (I * (h j : ℂ) + 2 * (I * (a : ℂ))) = 0
      have hj : ((h j : ℂ) - a) * ((h j : ℂ) + 2 * a) = 0 := by exact_mod_cast ha j
      linear_combination I ^ 2 * hj
    have hU' : U * Uᴴ = 1 := mul_eq_one_comm.1 hU
    have hm := basis_change_mul hU
      (levelMatrix h - (I * (a : ℂ)) • (1 : Matrix (Fin 3) (Fin 3) ℂ))
      (levelMatrix h + (2 * (I * (a : ℂ))) • (1 : Matrix (Fin 3) (Fin 3) ℂ))
    rw [hD, mul_zero, zero_mul, mul_sub, sub_mul, mul_add, add_mul, Matrix.mul_smul,
      Matrix.mul_smul, mul_one, Matrix.smul_mul, Matrix.smul_mul, hU'] at hm
    exact hm
  · rintro ⟨a, ha⟩
    obtain ⟨x, hx⟩ : ∃ x : ℂ, x = I * (a : ℂ) := ⟨_, rfl⟩
    rw [← hx] at ha
    -- the quadratic equation fixes both invariants
    have e : (K - x • (1 : Matrix (Fin 3) (Fin 3) ℂ)) * (K + (2 * x) • 1) =
        K ^ 2 + x • K - (2 * x ^ 2) • 1 := by
      simp only [sub_mul, mul_add, Matrix.smul_mul, Matrix.mul_smul, one_mul, mul_one, pow_two]
      module
    rw [e] at ha
    have h2 : K ^ 2 = (-x) • K + (2 * x ^ 2) • (1 : Matrix (Fin 3) (Fin 3) ℂ) := by
      linear_combination (norm := module) ha
    have ht : (K ^ 2).trace = 6 * x ^ 2 := by
      rw [h2, Matrix.trace_add, Matrix.trace_smul, Matrix.trace_smul, hK.traceless,
        Matrix.trace_one, Fintype.card_fin, smul_eq_mul, smul_eq_mul]
      push_cast
      ring
    have h3 : K ^ 3 = (3 * x ^ 2) • K + (-2 * x ^ 3) • (1 : Matrix (Fin 3) (Fin 3) ℂ) := by
      rw [pow_succ' K 2, h2, mul_add, Matrix.mul_smul, Matrix.mul_smul, mul_one, ← pow_two K, h2]
      module
    have hdet : K.det = -2 * x ^ 3 := by
      have hc := (cubic_identity K hK.traceless).symm.trans h3
      rw [ht] at hc
      have h00 := congrFun (congrFun hc 0) 0
      simp only [Matrix.add_apply, Matrix.smul_apply, Matrix.one_apply_eq, smul_eq_mul,
        mul_one] at h00
      linear_combination h00
    have hdet' : K.det = ((2 * a ^ 3 : ℝ) : ℂ) * I := by
      rw [hdet, hx]
      push_cast
      linear_combination (-2 * (a : ℂ) ^ 3 * I) * Complex.I_sq
    have ht' : (K ^ 2).trace = ((-6 * a ^ 2 : ℝ) : ℂ) := by
      rw [ht, hx]
      push_cast
      linear_combination (6 * (a : ℂ) ^ 2) * Complex.I_sq
    rw [hdet', ht', Complex.ofReal_re, norm_mul, Complex.norm_I, mul_one, Complex.norm_real,
      Real.norm_eq_abs, sq_abs]
    ring
```

## (h) An explicit saturating generator

Verify that K = diag(i, i, −2i) is a qutrit generator with

det K = 2i, tr K² = −6,

and that it reaches the bound.

**Solution.** The entries are imaginary and sum to zero. Their product is i · i · (−2i) = 2i, and their squares sum to −1 − 1 − 4 = −6. Finally, 54 · 4 = 216 = 6³. This is the case a = 1 of (g), so the constant 54 cannot be increased. Lean computes the same products and sums from the diagonal.

```lean
/-- The matrix `diag(i, i, -2i)` is a qutrit generator with determinant `2i` and
`tr K² = -6`, and it saturates the bound. -/
theorem qutrit_invariants_witness :
    let K : Matrix (Fin 3) (Fin 3) ℂ := diagonal ![I, I, -(2 * I)]
    IsQutritGenerator K ∧ K.det = 2 * I ∧ (K ^ 2).trace = -6 ∧
      54 * ‖K.det‖ ^ 2 = (-(K ^ 2).trace.re) ^ 3 := by
  intro K
  have hd : K.det = 2 * I := by
    rw [Matrix.det_diagonal, Fin.prod_univ_three]
    change I * I * (-(2 * I)) = 2 * I
    linear_combination (-2 * I) * Complex.I_sq
  have ht : (K ^ 2).trace = -6 := by
    rw [pow_two, Matrix.diagonal_mul_diagonal, Matrix.trace_diagonal, Fin.sum_univ_three]
    change I * I + I * I + (-(2 * I)) * (-(2 * I)) = -6
    linear_combination 6 * Complex.I_sq
  refine ⟨⟨?_, ?_⟩, hd, ht, ?_⟩
  · ext i j
    fin_cases i <;> fin_cases j <;> simp [K]
  · rw [Matrix.trace_diagonal, Fin.sum_univ_three]
    change I + I + -(2 * I) = 0
    ring
  · rw [hd, ht]
    norm_num

end QutritGenerator
```

```lean
#print axioms QutritGenerator.cubic_identity
-- 'QutritGenerator.cubic_identity' depends on axioms: [propext, Classical.choice, Quot.sound]
#print axioms QutritGenerator.qutrit_invariants
-- 'QutritGenerator.qutrit_invariants' depends on axioms: [propext, Classical.choice, Quot.sound]
#print axioms QutritGenerator.bound_saturated_iff
-- 'QutritGenerator.bound_saturated_iff' depends on axioms: [propext, Classical.choice, Quot.sound]
```
